# Counting stationary points of noninteracting copies: m nondegenerate minima become m^N, s index-one saddles become N·s·m^(N−1)

## A search budget that falls short

Suppose one unit has exactly 3 minima and 2 transition states, all nondegenerate. For ten such units, someone who scales the effort with system size plans for about 30 minima and 20 transition states. If the units do not interact and are told apart by their sites, there are 59 049 minima and 393 660 transition states. A search that stops at the planned numbers has missed almost all of them.

The numbers follow from counting combinations. At a minimum every unit sits at one of its own minima. At a transition state exactly one unit is at a saddle, and the others are at minima.

When an electronic-structure energy surface is modelled as a sum of identical noninteracting parts, each smooth on a linear coordinate space, this gives the number of nondegenerate minima and index-one saddles that a complete list must contain.

## What is counted

Let V be a twice continuously differentiable potential on the configuration space E of one unit, for instance ℝ^d. For N copies with positions x = (x_0, …, x_{N−1}), the total potential is

W(x) = Σ_i V(x_i).

In Lean, W is `total V N`, a configuration is a function `Fin N → E`, and `ContDiff ℝ 2 V` states the smoothness. The Hessian `hess V x` is the second derivative as a bilinear form, so `hess V x v v` is the curvature along v.

For finite-dimensional E, two names are narrower than usual:

- `minima V` contains the stationary points with positive curvature along every nonzero direction. The point q = 0 of V(q) = q⁴ is a local minimum but does not belong to this set.
- `saddles V` contains only index-one saddles: stationary points with a direction u of negative curvature, and positive curvature along every nonzero v with H(u,v) = 0, where H is the Hessian there. Such a v is called conjugate to u. In finite dimension the condition means one negative Hessian eigenvalue and all others positive.

If E is finite-dimensional and every stationary point has an invertible Hessian, the textbook second-derivative test identifies `minima V` with the set of all local minima. The theorems need neither condition; degenerate stationary points may exist and are simply not counted.

Write m and s for the sizes of `minima V` and `saddles V`. If V has finitely many stationary points, `count_total` states that W also has finitely many, with

number of minima = m^N,
number of index-one saddles = N·s·m^(N−1).

The finiteness matters for reading the counts, because `ncard` assigns 0 to an infinite set. If m ≥ 2, `exponential_growth` gives at least 2^N minima and at least N·s·2^(N−1) saddles; the second bound grows only if s ≥ 1.

Physically, finitely many stationary points requires that free translations and rotations have been removed, since they turn each stationary point into a continuum. It also excludes a torsion angle treated as a coordinate on the whole real line, where every stationary point repeats with the period. The copies are labelled, so exchanging two units in different states gives a different configuration. This suits units at distinct sites. The theorems count points, not computing time, and a method that knows the units are independent can treat one unit and combine the results.

In a real cluster or solid the units also interact, which W leaves out, so the counts there can differ.

## From one copy to N copies

Differentiating the sum along displacements v and w gives

DW(x)[v] = Σ_i DV(x_i)[v_i],
D²W(x)[v,w] = Σ_i H_i(v_i,w_i),

where H_i is the Hessian of V at x_i. There are no cross terms between copies.

Stationary points. If every DV(x_i) vanishes, so does DW(x). Conversely, displacing copy i alone shows that DV(x_i) = 0 whenever DW(x) = 0.

Minima. If every H_i is positive definite and v ≠ 0, then Σ_i H_i(v_i,v_i) has no negative term and at least one positive term. Conversely, displacing copy i alone turns the total curvature into that of H_i, which must therefore be positive.

Saddles, from the total to the copies. Let u be the direction of negative curvature for W. Since Σ_i H_i(u_i,u_i) < 0, some copy i has H_i(u_i,u_i) < 0. If v ≠ 0 satisfies H_i(u_i,v) = 0, then v placed in copy i alone is conjugate to u, so H_i(v,v) > 0. Copy i is thus at an index-one saddle.

Now suppose that another copy j has a nonzero direction v with H_j(v,v) ≤ 0. Set

a = H_j(u_j,v),
b = −H_i(u_i,u_i) > 0,

and let w have component a·u_i in copy i, b·v in copy j and zero elsewhere. Then w ≠ 0, and

D²W(x)[u,w] = a·H_i(u_i,u_i) + b·H_j(u_j,v) = −ab + ba = 0,
D²W(x)[w,w] = a²·H_i(u_i,u_i) + b²·H_j(v,v) ≤ 0.

So w is conjugate to u without positive curvature, a contradiction. Every other copy is at a minimum.

Saddles, from the copies to the total. Let copy i be at a saddle with negative direction u, and the others at minima. Placed in copy i alone, u has negative total curvature. A displacement v ≠ 0 conjugate to it satisfies H_i(u,v_i) = 0. Each nonzero component of v then has positive curvature: in copy i by the saddle condition, elsewhere by the minimum condition. The sum is positive.

Counting. Minima are free choices of one of m points for each copy, which gives m^N. For saddles, fix the copy i at the saddle: there are s choices for it and m^(N−1) for the rest. Different i give disjoint sets, because a point with a direction of negative curvature is not a minimum. Summing over the N values of i gives N·s·m^(N−1).

## Double wells in a saddle search

Take V(q) = (q² − 1)², with minima at q = ±1, where V″ = 8, and an index-one saddle at q = 0, where V″ = −4. Here m = 2 and s = 1.

For three copies, a saddle search that converges to (−1, 0, 1) finds the Hessian eigenvalues 8, −4, 8. Following the negative mode downhill in both directions leads to (−1, −1, 1) and (−1, 1, 1): one unit has switched. At (0, 0, 1) the eigenvalues are −4, −4, 8, and the point is rejected as a transition state because it has two unstable modes.

The full list has 8 minima and 12 index-one saddles. For 20 copies it has 1 048 576 minima and 10 485 760 such saddles.

## The complete Lean file

```lean
import Mathlib

namespace SaddleCounts

noncomputable section

variable {E : Type*} [NormedAddCommGroup E] [NormedSpace ℝ E] {V : E → ℝ} {N : ℕ}

/-- The Hessian of the potential `V` at `x`, as a bilinear form. -/
def hess (V : E → ℝ) (x : E) : E →L[ℝ] E →L[ℝ] ℝ := fderiv ℝ (fderiv ℝ V) x

/-- The points where the derivative of the potential vanishes. -/
def stationary (V : E → ℝ) : Set E := {x | fderiv ℝ V x = 0}

/-- The minima by the Hessian test: stationary points with positive definite Hessian. -/
def minima (V : E → ℝ) : Set E := {x | x ∈ stationary V ∧ ∀ v, v ≠ 0 → 0 < hess V x v v}

/-- The index-one saddles: stationary points with a direction `u` of negative curvature and
positive curvature along every nonzero direction conjugate to `u`. -/
def saddles (V : E → ℝ) : Set E := {x | x ∈ stationary V ∧ ∃ u, hess V x u u < 0 ∧
  ∀ v, v ≠ 0 → hess V x u v = 0 → 0 < hess V x v v}

/-- The potential of `N` noninteracting copies. -/
def total (V : E → ℝ) (N : ℕ) (x : Fin N → E) : ℝ := ∑ i, V (x i)

/-- The projection of a configuration onto copy `i`. -/
abbrev copy (i : Fin N) : (Fin N → E) →L[ℝ] E := ContinuousLinearMap.proj i

lemma sum_single (f : Fin N → E →L[ℝ] ℝ) (i : Fin N) (v : E) :
    ∑ j, f j ((Pi.single i v : Fin N → E) j) = f i v := by
  rw [Finset.sum_eq_single i]
  · simp
  · intro j _ hj
    simp [Pi.single_eq_of_ne hj]
  · simp

lemma fderiv_total (hV : ContDiff ℝ 2 V) (x : Fin N → E) :
    fderiv ℝ (total V N) x = ∑ i, (fderiv ℝ V (x i)).comp (copy i) := by
  refine HasFDerivAt.fderiv (f := fun y : Fin N → E => ∑ i, V (y i))
    (HasFDerivAt.fun_sum fun i _ => ?_)
  have hp : HasFDerivAt (fun y : Fin N → E => y i) (copy i) x :=
    (copy (E := E) i).hasFDerivAt
  exact ((hV.differentiable (by norm_num)) (x i)).hasFDerivAt.comp x hp

/-- For a C² potential, the Hessian of noninteracting copies is the sum of the Hessians of
the copies. -/
theorem hess_total (hV : ContDiff ℝ 2 V) (x v w : Fin N → E) :
    hess (total V N) x v w = ∑ i, hess V (x i) (v i) (w i) := by
  have hG : Differentiable ℝ (fderiv ℝ V) :=
    (hV.fderiv_right (m := 1) (by norm_num)).differentiable (by norm_num)
  let L (i : Fin N) := (ContinuousLinearMap.compL ℝ (Fin N → E) E ℝ).flip (copy i)
  have h : HasFDerivAt (fun y : Fin N → E => ∑ i, L i (fderiv ℝ V (y i)))
      (∑ i, (L i).comp ((hess V (x i)).comp (copy i))) x := by
    refine HasFDerivAt.fun_sum fun i _ => ?_
    have hp : HasFDerivAt (fun y : Fin N → E => y i) (copy i) x :=
      (copy (E := E) i).hasFDerivAt
    exact (L i).hasFDerivAt.comp x ((hG (x i)).hasFDerivAt.comp x hp)
  have e : fderiv ℝ (total V N) = fun y => ∑ i, L i (fderiv ℝ V (y i)) :=
    funext (fderiv_total hV)
  rw [hess, e, h.fderiv]
  simp [L]

lemma hess_single (hV : ContDiff ℝ 2 V) (x u : Fin N → E) (i : Fin N) (v : E) :
    hess (total V N) x u (Pi.single i v) = hess V (x i) (u i) v :=
  (hess_total hV _ _ _).trans (sum_single (fun j => hess V (x j) (u j)) i v)

lemma hess_pos (hV : ContDiff ℝ 2 V) (x v : Fin N → E) (hv : v ≠ 0)
    (pos : ∀ j, v j ≠ 0 → 0 < hess V (x j) (v j) (v j)) : 0 < hess (total V N) x v v := by
  obtain ⟨k, hk⟩ := Function.ne_iff.1 hv
  rw [hess_total hV]
  refine Finset.sum_pos' (fun j _ => ?_) ⟨k, Finset.mem_univ k, pos k hk⟩
  by_cases h : v j = 0
  · simp [h]
  · exact (pos j h).le

/-- For a C² potential, noninteracting copies are stationary exactly when each copy is. -/
theorem stationary_total (hV : ContDiff ℝ 2 V) (x : Fin N → E) :
    x ∈ stationary (total V N) ↔ ∀ i, x i ∈ stationary V := by
  change fderiv ℝ (total V N) x = 0 ↔ ∀ i, fderiv ℝ V (x i) = 0
  rw [fderiv_total hV]
  refine ⟨fun h i => ?_, fun h => by simp [h]⟩
  ext v
  have h1 := DFunLike.congr_fun h (Pi.single i v)
  rw [← sum_single (fun j => fderiv ℝ V (x j)) i v]
  simpa using h1

/-- For a C² potential, noninteracting copies are at a minimum exactly when each copy is. -/
theorem minima_total (hV : ContDiff ℝ 2 V) (x : Fin N → E) :
    x ∈ minima (total V N) ↔ ∀ i, x i ∈ minima V := by
  refine ⟨fun h i => ⟨(stationary_total hV x).1 h.1 i, fun v hv => ?_⟩, fun h =>
    ⟨(stationary_total hV x).2 fun i => (h i).1,
      fun v hv => hess_pos hV x v hv fun j => (h j).2 (v j)⟩⟩
  have h1 := h.2 (Pi.single i v) (by simpa using hv)
  rwa [hess_single hV, Pi.single_eq_same] at h1

/-- For a C² potential, noninteracting copies are at an index-one saddle exactly when one copy
is at an index-one saddle and all others are at minima. -/
theorem saddles_total (hV : ContDiff ℝ 2 V) (x : Fin N → E) : x ∈ saddles (total V N) ↔
    ∃ i, x i ∈ saddles V ∧ ∀ j, j ≠ i → x j ∈ minima V := by
  constructor
  · rintro ⟨hs, u, hu, hpos⟩
    rw [stationary_total hV] at hs
    obtain ⟨i, hi⟩ : ∃ i, hess V (x i) (u i) (u i) < 0 := by
      by_contra! h
      rw [hess_total hV] at hu
      exact absurd hu (not_lt_of_ge (Finset.sum_nonneg fun i _ => h i))
    refine ⟨i, ⟨hs i, u i, hi, fun v hv huv => ?_⟩, fun j hj => ⟨hs j, fun v hv => ?_⟩⟩
    · have h1 := hpos (Pi.single i v) (by simpa using hv) (by rw [hess_single hV, huv])
      rwa [hess_single hV, Pi.single_eq_same] at h1
    · by_contra! hc
      -- a second soft copy yields a conjugate direction `w` without positive curvature
      obtain ⟨a, ha⟩ : ∃ a, a = hess V (x j) (u j) v := ⟨_, rfl⟩
      obtain ⟨b, hb⟩ : ∃ b, b = -hess V (x i) (u i) (u i) := ⟨_, rfl⟩
      obtain ⟨w, hw⟩ : ∃ w : Fin N → E, w = a • (Pi.single i (u i) : Fin N → E) +
        b • (Pi.single j v : Fin N → E) := ⟨_, rfl⟩
      have wi : w i = a • u i := by simp [hw, Pi.single_eq_of_ne hj.symm]
      have wj : w j = b • v := by simp [hw, Pi.single_eq_of_ne hj]
      have key : ∀ z, hess (total V N) x z w =
          a * hess V (x i) (z i) (u i) + b * hess V (x j) (z j) v := by
        intro z
        simp only [hw, map_add, map_smul, smul_eq_mul, hess_single hV]
      have hb0 : b ≠ 0 := hb ▸ (neg_pos.2 hi).ne'
      have h1 := hpos w (fun h => smul_ne_zero hb0 hv (wj.symm.trans (congrFun h j)))
        (by rw [key, ← ha, hb]; ring)
      rw [key, wi, wj] at h1
      simp only [map_smul, smul_apply, smul_eq_mul] at h1
      nlinarith [mul_nonneg (sq_nonneg a) (neg_nonneg.2 hi.le),
        mul_nonneg (sq_nonneg b) (neg_nonneg.2 hc)]
  · rintro ⟨i, ⟨hs, u, hu, hp⟩, hj⟩
    refine ⟨(stationary_total hV x).2 fun j => ?_, Pi.single i u, ?_, fun v hv huv => ?_⟩
    · by_cases h : j = i
      · exact h ▸ hs
      · exact (hj j h).1
    · rwa [hess_single hV, Pi.single_eq_same]
    · rw [hess_total hV, Finset.sum_eq_single i (fun j _ h => by simp [Pi.single_eq_of_ne h])
        (by simp), Pi.single_eq_same] at huv
      refine hess_pos hV x v hv fun j h => ?_
      by_cases hji : j = i
      · subst hji
        exact hp _ h huv
      · exact (hj j hji).2 _ h

lemma ncard_pi {α : Type*} (A : Fin N → Set α) :
    {x : Fin N → α | ∀ i, x i ∈ A i}.ncard = ∏ i, (A i).ncard := by
  have h := Nat.card_congr (Equiv.subtypePiEquivPi (p := fun i (y : α) => y ∈ A i))
  rw [Nat.card_pi] at h
  exact h

/-- Let a C² potential have finitely many stationary points, among them `m` minima and `s`
index-one saddles. Then `N` noninteracting copies have finitely many stationary points,
`m ^ N` minima and `N * s * m ^ (N - 1)` index-one saddles. -/
theorem count_total (hV : ContDiff ℝ 2 V) (hfin : (stationary V).Finite) (N : ℕ) :
    (stationary (total V N)).Finite ∧
    (minima (total V N)).ncard = (minima V).ncard ^ N ∧
    (saddles (total V N)).ncard = N * (saddles V).ncard * (minima V).ncard ^ (N - 1) := by
  refine ⟨(Set.Finite.pi' fun _ : Fin N => hfin).subset fun x hx =>
    (stationary_total hV x).1 hx, ?_, ?_⟩
  · rw [show minima (total V N) = {x | ∀ i, x i ∈ minima V} from
      Set.ext (minima_total hV), ncard_pi]
    simp
  · -- sort the saddles by the copy that sits at a saddle
    let A (i j : Fin N) : Set E := if j = i then saddles V else minima V
    let B (i : Fin N) : Set (Fin N → E) := {x | ∀ j, x j ∈ A i j}
    have e : saddles (total V N) = ⋃ i, B i := by
      ext x
      rw [saddles_total hV, Set.mem_iUnion]
      refine exists_congr fun i => ⟨fun h j => ?_, fun h => ⟨?_, fun j hj => ?_⟩⟩
      · by_cases hj : j = i
        · simpa [A, hj] using h.1
        · simpa [A, hj] using h.2 j hj
      · simpa [A] using h i
      · simpa [A, hj] using h j
    have hdis : Pairwise (Function.onFun Disjoint B) := fun i k hik =>
      Set.disjoint_left.2 fun x hx hy => by
        have h1 : x i ∈ saddles V := by simpa [A] using hx i
        have h2 : x i ∈ minima V := by simpa [A, hik] using hy i
        obtain ⟨_, u, hu, _⟩ := h1
        exact lt_asymm hu (h2.2 u (by rintro rfl; simp at hu))
    have hB : ∀ i, Finite (B i) := fun i => (Set.Finite.pi' fun j => by
      by_cases hj : j = i
      · simpa [A, hj] using hfin.subset fun x (hx : x ∈ saddles V) => hx.1
      · simpa [A, hj] using hfin.subset fun x (hx : x ∈ minima V) => hx.1).to_subtype
    have hcard : ∀ i, Nat.card (B i) = (saddles V).ncard * (minima V).ncard ^ (N - 1) := by
      intro i
      refine (ncard_pi (A i)).trans ?_
      rw [← Finset.mul_prod_erase _ _ (Finset.mem_univ i), Finset.prod_congr rfl
        (fun j hj => show (A i j).ncard = (minima V).ncard by
          simp [A, Finset.ne_of_mem_erase hj])]
      simp [A]
    rw [e, ← Nat.card_coe_set_eq, Nat.card_congr (Set.unionEqSigmaOfDisjoint hdis),
      Nat.card_sigma, Finset.sum_congr rfl fun i _ => hcard i]
    simp [mul_assoc]

/-- If a C² potential has finitely many stationary points, among them at least two minima and
`s` index-one saddles, then `N` noninteracting copies have at least `2 ^ N` minima and at least
`N * s * 2 ^ (N - 1)` index-one saddles. -/
theorem exponential_growth (hV : ContDiff ℝ 2 V) (hfin : (stationary V).Finite)
    (hm : 2 ≤ (minima V).ncard) (N : ℕ) : 2 ^ N ≤ (minima (total V N)).ncard ∧
    N * (saddles V).ncard * 2 ^ (N - 1) ≤ (saddles (total V N)).ncard := by
  obtain ⟨_, h1, h2⟩ := count_total hV hfin N
  rw [h1, h2]
  exact ⟨Nat.pow_le_pow_left hm N, Nat.mul_le_mul_left _ (Nat.pow_le_pow_left hm _)⟩

end

end SaddleCounts
```

```lean
#print axioms SaddleCounts.count_total
-- 'SaddleCounts.count_total' depends on axioms: [propext, Classical.choice, Quot.sound]
#print axioms SaddleCounts.exponential_growth
-- 'SaddleCounts.exponential_growth' depends on axioms: [propext, Classical.choice, Quot.sound]
```

## Test displacements, a conjugate direction and a disjoint union

`fderiv_total` and `hess_total` are the two derivative formulas. Both apply the chain rule to the projection `copy i`; the second differentiates the formula supplied by the first.

Displacing one copy alone is written `Pi.single i v`. The lemmas `sum_single` and `hess_single` reduce the sum over copies to its one surviving term. `hess_pos` is the opposite tool: if every nonzero component of a nonzero displacement has positive curvature, so does the whole displacement. With these, `stationary_total` and `minima_total` follow the derivation directly.

In `saddles_total`, the first `by_contra!` finds the copy with negative curvature, since otherwise the sum would be nonnegative. The second assumes that another copy has a nonzero direction without positive curvature and builds `w` from the same a and b as above. The identity `key` evaluates the Hessian of the total with `w` in its second slot. It is used once with u, where `ring` confirms conjugacy, and once with `w` itself. There `nlinarith` receives the two inequalities a²·(−H_i(u_i,u_i)) ≥ 0 and b²·(−H_j(v,v)) ≥ 0, which contradict positive curvature. The converse places u in copy i and finishes with `hess_pos`.

`ncard_pi` says that independent choices multiply. In `count_total` it gives the number of minima at once. For the saddles, `A i j` is the set allowed for copy j when copy i is the one at a saddle, and `B i` is the resulting set of configurations. The proof shows that the saddles are the union of the `B i` (`e`), that these sets are disjoint (`hdis`) and finite (`hB`), and that each has s·m^(N−1) elements (`hcard`). Adding the sizes gives the factor N.

`exponential_growth` replaces m by its lower bound 2 in both formulas.
